# Finite-difference weights built one node at a time differentiate polynomials of degree at most n exactly on n + 1 distinct nodes

A finite-difference weight can be defined by its meaning or by the procedure that computes it. Here the two are kept apart. The weight is defined as a derivative of a Lagrange polynomial, the arithmetic recursion is a separate definition, and a theorem shows that they agree when the nodes are distinct. An error in the recursion therefore could not be hidden in the definition of the weight.

## The two recursions

Let x₀, …, xₙ be distinct real nodes, in any order and with any spacing, and let z be the real point at which a derivative is wanted. The Lagrange polynomial of node j, which is 1 at xⱼ and 0 at the other nodes, is

L(n,j;X) = ∏ (X − xₖ)/(xⱼ − xₖ), over 0 ≤ k ≤ n with k ≠ j.

The weight c(n,j,m) is the m-th derivative of L(n,j;X) with respect to X, taken at X = z. When a node xₙ₊₁ different from all of these is added, the weight of each old node j ≤ n changes according to

(xⱼ − xₙ₊₁) c(n+1,j,m) = (z − xₙ₊₁) c(n,j,m) + m c(n,j,m−1).

For the added node, write P(i) = ∏ (xᵢ − xₖ) over 0 ≤ k < i, with P(0) = 1. Then

P(n+1) c(n+1,n+1,m) = P(n) [(z − xₙ) c(n,n,m) + m c(n,n,m−1)].

At m = 0 the terms with m − 1 have the factor zero and are absent. The recursion starts from c(0,0,0) = 1 and c(0,0,m) = 0 for m ≥ 1. The resulting weights satisfy, for every polynomial p of degree at most n,

∑ c(n,j,m) p(xⱼ) = p⁽ᵐ⁾(z), over 0 ≤ j ≤ n.

## Stencils in real-space codes

On a grid with Cartesian axes, a real-space electronic-structure code can apply the kinetic-energy operator through second-derivative stencils along each grid direction. The recursion supplies such weights for one direction, including on unequally spaced grids and for one-sided stencils near a boundary, with exactness for polynomials up to the stated degree. The point z need not be a node, so the same table also gives interpolation weights (m = 0) and derivatives between grid points.

## Derivation from the Lagrange polynomials

**A linear factor under repeated differentiation.** Let D denote differentiation with respect to X. For a constant a and a polynomial q,

Dᵐ[(X − a)q] = (X − a)Dᵐq + m Dᵐ⁻¹q.

This is immediate for m = 0. If it holds for m, one more derivative gives

Dᵐ⁺¹[(X − a)q] = Dᵐq + (X − a)Dᵐ⁺¹q + m Dᵐq
= (X − a)Dᵐ⁺¹q + (m + 1)Dᵐq,

which is the formula for m + 1.

**An old node.** For j ≤ n, the enlarged Lagrange polynomial has exactly one extra factor:

(xⱼ − xₙ₊₁) L(n+1,j;X) = (X − xₙ₊₁) L(n,j;X).

Differentiating m times by the formula above and setting X = z gives the first recursion.

**The new node.** Clearing the denominators of the new Lagrange polynomial leaves a product of linear factors:

P(n+1) L(n+1,n+1;X) = ∏ (X − xₖ), over 0 ≤ k ≤ n.

In the same way,

P(n) L(n,n;X) = ∏ (X − xₖ), over 0 ≤ k < n.

The first product is the second times X − xₙ, so

P(n+1) L(n+1,n+1;X) = P(n) (X − xₙ) L(n,n;X).

Differentiating m times and setting X = z gives the second recursion.

**Exactness.** If p has degree at most n, the polynomial

p(X) − ∑ p(xⱼ) L(n,j;X), over 0 ≤ j ≤ n,

also has degree at most n and vanishes at n + 1 distinct nodes, so it is zero. Differentiating p(X) = ∑ p(xⱼ) L(n,j;X) m times at z gives the exactness formula.

**Three nodes, second derivative.** With one node, only c(0,0,0) is nonzero. Adding x₁ gives

c(1,0,1) = 1/(x₀ − x₁), c(1,1,1) = 1/(x₁ − x₀), c(1,0,2) = c(1,1,2) = 0.

Adding x₂ then gives

c(2,0,2) = 2c(1,0,1)/(x₀ − x₂) = 2/((x₀ − x₁)(x₀ − x₂)),

c(2,1,2) = 2c(1,1,1)/(x₁ − x₂) = 2/((x₁ − x₀)(x₁ − x₂)),

c(2,2,2) = (x₁ − x₀) · 2c(1,1,1)/((x₂ − x₀)(x₂ − x₁)) = 2/((x₂ − x₀)(x₂ − x₁)).

The point z has dropped out, as it must for the second derivative of a quadratic. For nodes −h, 0, h with h > 0, the weights are 1/h², −2/h², 1/h².

## The Lean file

```lean
import Mathlib

open Polynomial

namespace FornbergStencil

noncomputable section

/-- The finite-difference weight of node `j` for the `m`-th derivative at `z` on the nodes
`x 0, ..., x n`: the `m`-th derivative at `z` of the `j`-th Lagrange polynomial. -/
def weight (x : ℕ → ℝ) (z : ℝ) (n j m : ℕ) : ℝ :=
  (derivative^[m] (Lagrange.basis (Finset.range (n + 1)) x j)).eval z

/-- The table of numbers built by adding one node at a time, using only arithmetic on the node
positions, the point `z` and the derivative order; the entry `n j m` is meant for `j ≤ n`. -/
def fornbergTable (x : ℕ → ℝ) (z : ℝ) : ℕ → ℕ → ℕ → ℝ
  | 0, _, m => if m = 0 then 1 else 0
  | n + 1, j, m =>
    if j ≤ n then
      ((z - x (n + 1)) * fornbergTable x z n j m + m * fornbergTable x z n j (m - 1))
        / (x j - x (n + 1))
    else
      ((∏ k ∈ Finset.range n, (x n - x k)) *
        ((z - x n) * fornbergTable x z n n m + m * fornbergTable x z n n (m - 1)))
        / ∏ k ∈ Finset.range (n + 1), (x (n + 1) - x k)

/-- Leibniz rule for the `m`-th derivative at `z` of a linear factor times a polynomial. -/
theorem leibniz_linear (a z : ℝ) (q : ℝ[X]) (m : ℕ) :
    (derivative^[m] ((X - C a) * q)).eval z =
      (z - a) * (derivative^[m] q).eval z + m * (derivative^[m - 1] q).eval z := by
  have h : derivative^[m] ((X - C a) * q) =
      (X - C a) * derivative^[m] q + (m : ℝ[X]) * derivative^[m - 1] q := by
    induction m with
    | zero => simp
    | succ m ih =>
      rw [Function.iterate_succ_apply', ih]
      rcases m with _ | k
      · simp [derivative_mul]
        ring
      · simp only [Nat.add_sub_cancel, Function.iterate_succ_apply', derivative_add,
          derivative_mul, derivative_sub, derivative_X, derivative_C, derivative_natCast]
        push_cast
        ring
  rw [h]
  simp

/-- Clearing the denominators of a product of Lagrange factors leaves the product of the
linear factors. -/
theorem clear_denominators (x : ℕ → ℝ) (s : Finset ℕ) (a : ℝ) (h : ∀ k ∈ s, a ≠ x k) :
    C (∏ k ∈ s, (a - x k)) * ∏ k ∈ s, Lagrange.basisDivisor a (x k) =
      ∏ k ∈ s, (X - C (x k)) := by
  rw [map_prod, ← Finset.prod_mul_distrib]
  refine Finset.prod_congr rfl fun k hk => ?_
  rw [Lagrange.basisDivisor, ← mul_assoc, ← C_mul,
    mul_inv_cancel₀ (sub_ne_zero.mpr (h k hk)), C_1, one_mul]

/-- Recursion for an old node: how the weight of node `j ≤ n` changes when the node
`x (n + 1)` is added to the stencil. -/
theorem weight_old_node (x : ℕ → ℝ) (z : ℝ) {n j : ℕ} (m : ℕ) (hj : j ≤ n)
    (hne : x j ≠ x (n + 1)) :
    (x j - x (n + 1)) * weight x z (n + 1) j m =
      (z - x (n + 1)) * weight x z n j m + m * weight x z n j (m - 1) := by
  have he : (Finset.range (n + 1 + 1)).erase j =
      insert (n + 1) ((Finset.range (n + 1)).erase j) := by
    ext k
    simp only [Finset.mem_erase, Finset.mem_insert, Finset.mem_range]
    omega
  have hc : C (x j - x (n + 1)) * C (x j - x (n + 1))⁻¹ = (1 : ℝ[X]) := by
    rw [← C_mul, mul_inv_cancel₀ (sub_ne_zero.mpr hne), C_1]
  -- the new Lagrange polynomial is the old one times a linear factor
  have hb : C (x j - x (n + 1)) * Lagrange.basis (Finset.range (n + 1 + 1)) x j =
      (X - C (x (n + 1))) * Lagrange.basis (Finset.range (n + 1)) x j := by
    rw [Lagrange.basis, Lagrange.basis, he, Finset.prod_insert (by simp),
      Lagrange.basisDivisor]
    linear_combination ((X - C (x (n + 1))) *
      ∏ k ∈ (Finset.range (n + 1)).erase j, Lagrange.basisDivisor (x j) (x k)) * hc
  have h := congrArg (fun q : ℝ[X] => (derivative^[m] q).eval z) hb
  simp only [iterate_derivative_C_mul, eval_mul, eval_C, leibniz_linear] at h
  exact h

/-- Recursion for the new node: the weight of the added node `x (n + 1)` follows from the
weights of the node `x n` added before it. -/
theorem weight_new_node (x : ℕ → ℝ) (z : ℝ) (n m : ℕ) (hx : Set.InjOn x (Set.Iic (n + 1))) :
    (∏ k ∈ Finset.range (n + 1), (x (n + 1) - x k)) * weight x z (n + 1) (n + 1) m =
      (∏ k ∈ Finset.range n, (x n - x k)) *
        ((z - x n) * weight x z n n m + m * weight x z n n (m - 1)) := by
  have he (N : ℕ) : (Finset.range (N + 1)).erase N = Finset.range N := by
    ext k
    simp only [Finset.mem_erase, Finset.mem_range]
    omega
  have hd (i k : ℕ) (hi : i ≤ n + 1) (hk : k < i) : x i ≠ x k := fun h => by
    have := hx (Set.mem_Iic.mpr hi) (Set.mem_Iic.mpr (by omega : k ≤ n + 1)) h
    omega
  have h1 := clear_denominators x (Finset.range (n + 1)) (x (n + 1))
    fun k hk => hd (n + 1) k le_rfl (Finset.mem_range.mp hk)
  have h2 := clear_denominators x (Finset.range n) (x n)
    fun k hk => hd n k (by omega) (Finset.mem_range.mp hk)
  -- both Lagrange polynomials are multiples of products of linear factors
  have hb : C (∏ k ∈ Finset.range (n + 1), (x (n + 1) - x k)) *
      Lagrange.basis (Finset.range (n + 1 + 1)) x (n + 1) =
      C (∏ k ∈ Finset.range n, (x n - x k)) *
        ((X - C (x n)) * Lagrange.basis (Finset.range (n + 1)) x n) := by
    rw [Lagrange.basis, Lagrange.basis, he (n + 1), he n, h1, Finset.prod_range_succ]
    linear_combination (-(X - C (x n))) * h2
  have h := congrArg (fun q : ℝ[X] => (derivative^[m] q).eval z) hb
  simp only [iterate_derivative_C_mul, eval_mul, eval_C, leibniz_linear] at h
  exact h

/-- For distinct nodes the table entries `n j m` with `j ≤ n` are the `m`-th derivatives at `z` of
the Lagrange polynomials. -/
theorem fornbergTable_eq_weight (x : ℕ → ℝ) (z : ℝ) (n : ℕ) (hx : Set.InjOn x (Set.Iic n))
    (j : ℕ) (hj : j ≤ n) (m : ℕ) : fornbergTable x z n j m = weight x z n j m := by
  induction n generalizing j m with
  | zero =>
    obtain rfl : j = 0 := by omega
    have hb : Lagrange.basis (Finset.range (0 + 1)) x 0 = 1 := by simp [Lagrange.basis]
    rw [fornbergTable, weight, hb]
    rcases m with _ | k
    · simp
    · rw [Function.iterate_succ_apply, derivative_one, iterate_derivative_zero]
      simp
  | succ n ih =>
    have hx' : Set.InjOn x (Set.Iic n) := hx.mono (Set.Iic_subset_Iic.mpr (by omega))
    have hd (k : ℕ) (hk : k ≤ n) : x k ≠ x (n + 1) := fun h => by
      have := hx (Set.mem_Iic.mpr (by omega : k ≤ n + 1)) (Set.mem_Iic.mpr le_rfl) h
      omega
    by_cases hjn : j ≤ n
    · have h := weight_old_node x z m hjn (hd j hjn)
      rw [fornbergTable, if_pos hjn, ih hx' j hjn m, ih hx' j hjn (m - 1),
        div_eq_iff (sub_ne_zero.mpr (hd j hjn))]
      linear_combination (-1 : ℝ) * h
    · obtain rfl : j = n + 1 := by omega
      have h := weight_new_node x z n m hx
      have hQ : ∏ k ∈ Finset.range (n + 1), (x (n + 1) - x k) ≠ 0 := by
        refine Finset.prod_ne_zero_iff.mpr fun k hk => ?_
        have hk' := Finset.mem_range.mp hk
        exact sub_ne_zero.mpr (hd k (by omega)).symm
      rw [fornbergTable, if_neg hjn, ih hx' n le_rfl m, ih hx' n le_rfl (m - 1),
        div_eq_iff hQ]
      linear_combination (-1 : ℝ) * h

/-- Fornberg's algorithm is exact: on `n + 1` distinct nodes the recursively built weights give
the `m`-th derivative at `z` of every polynomial of degree at most `n`. -/
theorem fornberg_exact (x : ℕ → ℝ) (z : ℝ) (n m : ℕ) (hx : Set.InjOn x (Set.Iic n))
    (p : ℝ[X]) (hp : p.natDegree ≤ n) :
    ∑ j ∈ Finset.range (n + 1), fornbergTable x z n j m * p.eval (x j) =
      (derivative^[m] p).eval z := by
  have hs : Set.InjOn x (Finset.range (n + 1) : Set ℕ) := hx.mono fun k hk => by
    have hk' := Finset.mem_range.mp (Finset.mem_coe.mp hk)
    exact Set.mem_Iic.mpr (by omega)
  have hdeg : p.degree < (Finset.range (n + 1)).card := by
    rw [Finset.card_range]
    exact lt_of_le_of_lt (natDegree_le_iff_degree_le.mp hp)
      (by exact_mod_cast Nat.lt_add_one n)
  have hsum (f : ℕ → ℝ[X]) : (∑ j ∈ Finset.range (n + 1), f j).eval z =
      ∑ j ∈ Finset.range (n + 1), (f j).eval z := by
    simpa only [coe_evalRingHom] using map_sum (evalRingHom z) f (Finset.range (n + 1))
  -- differentiate the interpolation formula term by term
  have h := congrArg (fun q : ℝ[X] => (derivative^[m] q).eval z)
    (Lagrange.eq_interpolate hs hdeg)
  simp only [Lagrange.interpolate_apply, iterate_derivative_sum, iterate_derivative_C_mul,
    hsum, eval_mul, eval_C] at h
  rw [h]
  refine Finset.sum_congr rfl fun j hj => ?_
  have hj' := Finset.mem_range.mp hj
  rw [fornbergTable_eq_weight x z n hx j (by omega) m, weight, mul_comm]

/-- The second-derivative stencil on three distinct, possibly unequally spaced nodes, exact at
every point `z` for polynomials of degree at most two. -/
theorem three_point_second_derivative (x : ℕ → ℝ) (z : ℝ) (hx : Set.InjOn x (Set.Iic 2))
    (p : ℝ[X]) (hp : p.natDegree ≤ 2) :
    (derivative (derivative p)).eval z =
      2 / ((x 0 - x 1) * (x 0 - x 2)) * p.eval (x 0) +
      2 / ((x 1 - x 0) * (x 1 - x 2)) * p.eval (x 1) +
      2 / ((x 2 - x 0) * (x 2 - x 1)) * p.eval (x 2) := by
  have hd (i k : ℕ) (hi : i ≤ 2) (hk : k ≤ 2) (hik : i ≠ k) : x i - x k ≠ 0 :=
    sub_ne_zero.mpr fun h => hik (hx (Set.mem_Iic.mpr hi) (Set.mem_Iic.mpr hk) h)
  have d01 := hd 0 1 (by norm_num) (by norm_num) (by norm_num)
  have d02 := hd 0 2 (by norm_num) (by norm_num) (by norm_num)
  have d10 := hd 1 0 (by norm_num) (by norm_num) (by norm_num)
  have d12 := hd 1 2 (by norm_num) (by norm_num) (by norm_num)
  have d20 := hd 2 0 (by norm_num) (by norm_num) (by norm_num)
  have d21 := hd 2 1 (by norm_num) (by norm_num) (by norm_num)
  -- run the recursion for the three weights
  have e0 : fornbergTable x z 2 0 2 = 2 / ((x 0 - x 1) * (x 0 - x 2)) := by
    simp [fornbergTable]
    field_simp
  have e1 : fornbergTable x z 2 1 2 = 2 / ((x 1 - x 0) * (x 1 - x 2)) := by
    simp [fornbergTable]
    field_simp
  have e2 : fornbergTable x z 2 2 2 = 2 / ((x 2 - x 0) * (x 2 - x 1)) := by
    simp [fornbergTable, Finset.prod_range_succ]
    field_simp
  have h := fornberg_exact x z 2 2 hx p hp
  have h2 : derivative^[2] p = derivative (derivative p) := rfl
  rw [Finset.sum_range_succ, Finset.sum_range_succ, Finset.sum_range_succ,
    Finset.sum_range_zero, e0, e1, e2, h2] at h
  rw [← h]
  ring

end

end FornbergStencil
```

```lean
#print axioms FornbergStencil.fornberg_exact
-- 'FornbergStencil.fornberg_exact' depends on axioms: [propext, Classical.choice, Quot.sound]
#print axioms FornbergStencil.three_point_second_derivative
-- 'FornbergStencil.three_point_second_derivative' depends on axioms: [propext, Classical.choice, Quot.sound]
```

## How the definitions and proofs correspond to the derivation

The nodes are a function `x : ℕ → ℝ`, of which a stencil with last index `n` uses only the values at 0, …, n. The set `Finset.range (n + 1)` contains these indices. The hypothesis `Set.InjOn x (Set.Iic n)` says that the nodes with these indices are distinct; later values of `x` are unrestricted. Physically, no two sampling points of the stencil coincide.

`weight x z n j m` is c(n,j,m), and `derivative^[m]` means differentiation applied m times. `fornbergTable` is the arithmetic recursion, known as Fornberg's algorithm, with the divisions carried out. Its entries are meant for j ≤ n. Polynomials are elements of `ℝ[X]`, and `p.natDegree ≤ n` is the degree condition, which also admits the zero polynomial.

`leibniz_linear` proves the derivative formula by induction on m. Its case split treats the first derivative separately, because natural-number subtraction makes 0 − 1 equal to 0. `clear_denominators` cancels each denominator in a product of Lagrange factors.

In `weight_old_node` and `weight_new_node`, the statement `hb` is the polynomial identity for the enlarged stencil. The `congrArg` step applies the m-th derivative and evaluation at z to both sides, and `leibniz_linear` then yields the recursion. The old-node theorem needs only xⱼ ≠ xₙ₊₁, whereas the new-node theorem assumes that all nodes up to n + 1 are distinct.

`fornbergTable_eq_weight` joins the two definitions by induction on n. The induction keeps j and m general, since one step uses the derivative orders m and m − 1 and, for the new node, the weights of node n. The step `div_eq_iff` converts the table's quotients into the recursions without division, using the fact that the denominators are nonzero.

`fornberg_exact` differentiates Mathlib's interpolation formula, `Lagrange.eq_interpolate`, term by term and replaces the Lagrange derivatives by table entries. `three_point_second_derivative` evaluates the table in `e0`, `e1` and `e2`, then applies exactness with n = 2 and m = 2.

## Exact for polynomials, in exact arithmetic

The exactness theorem holds for every derivative order m and every n, including a single node. If m exceeds n, both sides are zero: a polynomial of degree at most n has no nonzero derivative of that order. The weights themselves are then zero, since each Lagrange polynomial has degree n, so the recursion gives a usable stencil for an m-th derivative only with at least m + 1 nodes.

A wavefunction or density on a grid is generally not a polynomial of low degree. For such a function the theorem gives no error bound; a truncation estimate needs assumptions about smoothness and node spacing. Nor does the theorem address the additional polynomial degree that a symmetric stencil may gain at its centre.

The arithmetic is that of the real numbers. Floating-point rounding, cancellation between closely spaced nodes and overflow in the products P(n) for long stencils remain matters for the implementation. The result also concerns one coordinate at a time, and says nothing about the spectrum or symmetry of a discretised Hamiltonian assembled from these weights.
